# Kemble's formula for a parabolic barrier, at energies up to its top: T = 1/(1 + exp(2π(V0 − E)/(ħw)))

A particle of mass m and energy E meets a one-dimensional barrier of height V0. The barrier is an inverted parabola with curvature −m w² at its top, so w is the magnitude of the imaginary angular frequency there. All quantities are real numbers in any consistent set of units, and ħ is written `hbar` in the code.

```lean
import Mathlib

open Real

namespace ParabolicBarrierKemble

noncomputable section
```

The first line loads Mathlib, the mathematical library. `open Real` allows `π`, `exp` and `log` to be written without a prefix.

## The barrier and Kemble's formula

```lean
/-- The parabolic barrier of height `V0` and frequency `w` for a particle of mass `m`. -/
def parabolicBarrier (m w V0 x : ℝ) : ℝ := V0 - m * w ^ 2 * x ^ 2 / 2
```

This defines the potential

V(x) = V0 − m w² x²/2.

The text after the name lists the inputs, `: ℝ` says that the output is real, and the formula follows `:=`.

```lean
/-- The right-hand classical turning point of the parabolic barrier at energy `E`,
for `m, w > 0` and `E ≤ V0`. -/
def turningPoint (m w V0 E : ℝ) : ℝ := √(2 * (V0 - E) / (m * w ^ 2))
```

The right-hand turning point is

r = √(2(V0 − E)/(m w²)),

and the left-hand one is −r.

```lean
/-- The penetration integral of a potential `U` at energy `E` over the interval from `a` to `b`,
in units of `hbar`, for `hbar ≠ 0`. -/
def penetration (U : ℝ → ℝ) (m hbar E a b : ℝ) : ℝ :=
  ∫ x in a..b, √(2 * m * (U x - E)) / hbar
```

For any potential U and any interval from a to b, the penetration integral is

θ = ∫ₐᵇ √(2m(U(x) − E))/ħ dx.

Under the barrier, the integrand is the magnitude of the imaginary momentum divided by ħ, so θ is dimensionless.

```lean
/-- Kemble's transmission probability as a function of the penetration integral. -/
def kemble (θ : ℝ) : ℝ := 1 / (1 + exp (2 * θ))
```

Kemble's formula is T = 1/(1 + exp(2θ)). It enters as a definition: it stands for the semiclassical connection of the waves on the two sides of the barrier, and it is not derived here from the Schrödinger equation.

## Where the parabola meets the energy

```lean
variable {m w hbar V0 E : ℝ}

/-- At the turning point the drop of the parabola equals the energy deficit `V0 - E`
(both sides doubled). -/
theorem turningPoint_sq (hm : 0 < m) (hw : 0 < w) (hE : E ≤ V0) :
    m * w ^ 2 * turningPoint m w V0 E ^ 2 = 2 * (V0 - E) := by
  unfold turningPoint
  rw [Real.sq_sqrt (div_nonneg (by linarith) (by positivity))]
  exact mul_div_cancel₀ _ (by positivity)
```

The `variable` line declares the five real parameters. In the theorem, each bracket such as `(hm : 0 < m)` is a named hypothesis, the statement follows the last colon, and the proof follows `:= by`. The statement reads

m w² r² = 2(V0 − E).

By hand, one squares the definition of r and multiplies by m w². Lean asks for two justifications: the number under the root is non-negative, which uses E ≤ V0, and m w² is not zero. The tactic `positivity` supplies the second from `hm` and `hw`.

```lean
/-- The parabolic potential is at least `E` exactly between the two turning points. -/
theorem le_barrier_iff (hm : 0 < m) (hw : 0 < w) (hE : E ≤ V0) (x : ℝ) :
    E ≤ parabolicBarrier m w V0 x ↔
      x ∈ Set.Icc (-turningPoint m w V0 E) (turningPoint m w V0 E) := by
  have key := turningPoint_sq hm hw hE
  have hr : 0 ≤ turningPoint m w V0 E := Real.sqrt_nonneg _
  have hc : 0 < m * w ^ 2 := by positivity
  unfold parabolicBarrier
  constructor
  · intro h
    have h2 : x ^ 2 ≤ turningPoint m w V0 E ^ 2 :=
      le_of_mul_le_mul_left (by linarith) hc
    exact abs_le.mp (abs_le_of_sq_le_sq h2 hr)
  · intro h
    have h2 := mul_le_mul_of_nonneg_left (sq_le_sq' h.1 h.2) hc.le
    linarith
```

`Set.Icc` is a closed interval, so the theorem says that V(x) ≥ E exactly when −r ≤ x ≤ r. The argument is a chain of equivalences:

E ≤ V0 − m w² x²/2
⇔ m w² x² ≤ 2(V0 − E) = m w² r²
⇔ x² ≤ r²
⇔ −r ≤ x ≤ r.

The last step uses r ≥ 0. Lean proves the two directions separately after `constructor`, and `linarith` does the linear rearrangements.

## The penetration integral as half a disc

```lean
/-- The penetration integral of the parabolic barrier between its turning points, multiplied by
`hbar * w`, is `π` times the energy deficit. -/
theorem penetration_parabolic (hm : 0 < m) (hw : 0 < w) (hh : 0 < hbar) (hE : E ≤ V0) :
    hbar * w * penetration (parabolicBarrier m w V0) m hbar E
      (-turningPoint m w V0 E) (turningPoint m w V0 E) = π * (V0 - E) := by
  have key := turningPoint_sq hm hw hE
  have hr : 0 ≤ turningPoint m w V0 E := Real.sqrt_nonneg _
  generalize turningPoint m w V0 E = r at key hr ⊢
  -- in units of the turning point the integrand is a constant times `√(1 - u ^ 2)`
  have hpt : ∀ u : ℝ, √(2 * m * (parabolicBarrier m w V0 (r * u) - E)) / hbar
      = m * w * r / hbar * √(1 - u ^ 2) := by
    intro u
    have h : 2 * m * (parabolicBarrier m w V0 (r * u) - E)
        = (m * w * r) ^ 2 * (1 - u ^ 2) := by
      unfold parabolicBarrier
      linear_combination (-m) * key
    rw [h, Real.sqrt_mul (sq_nonneg _), Real.sqrt_sq (by positivity)]
    ring
  have hsub := intervalIntegral.smul_integral_comp_mul_left (a := -1) (b := 1)
    (fun x => √(2 * m * (parabolicBarrier m w V0 x - E)) / hbar) r
  simp only [hpt, intervalIntegral.integral_const_mul, integral_sqrt_one_sub_sq,
    smul_eq_mul, mul_neg, mul_one] at hsub
  unfold penetration
  rw [← hsub]
  have hinv : hbar * hbar⁻¹ = 1 := mul_inv_cancel₀ hh.ne'
  linear_combination (m * w ^ 2 * r ^ 2 * π / 2) * hinv + π / 2 * key
```

With θ taken between the turning points of the parabola, the statement is

ħ w θ = π(V0 − E).

To derive it, put x = r u. The previous relation between r and V0 − E gives

V(r u) − E = (V0 − E) − m w² r² u²/2 = (m w² r²/2)(1 − u²),

2m(V(r u) − E) = (m w r)²(1 − u²).

Since m w r ≥ 0, the integrand becomes (m w r/ħ)√(1 − u²). With dx = r du,

θ = (m w r²/ħ) ∫₋₁¹ √(1 − u²) du = (m w r²/ħ)(π/2),

because the last integral is the area of half a unit disc. Multiplying by ħw gives

ħ w θ = (π/2) m w² r² = π(V0 − E).

At E = V0 the turning points merge, r = 0, and both sides vanish.

The proof follows the same route. `generalize` replaces the explicit square root by the letter `r`, of which only `key` and `hr` are remembered. The intermediate result `hpt` is the rescaled integrand, `hsub` is the change of variable, and `integral_sqrt_one_sub_sq` is the half-disc area. The closing `linear_combination` verifies that the goal is an algebraic combination of known equations, here `key` and the cancellation of ħ.

## The transmission

```lean
/-- Parabolic barrier: the penetration integral `θ` between the turning points obeys
`hbar * w * θ = π * (V0 - E)`, and Kemble's formula gives the transmission
`1 / (1 + exp (2π(V0 - E) / (hbar w)))`. -/
theorem kemble_parabolic (hm : 0 < m) (hw : 0 < w) (hh : 0 < hbar) (hE : E ≤ V0) :
    let θ := penetration (parabolicBarrier m w V0) m hbar E
      (-turningPoint m w V0 E) (turningPoint m w V0 E)
    hbar * w * θ = π * (V0 - E) ∧
      kemble θ = 1 / (1 + exp (2 * π * (V0 - E) / (hbar * w))) := by
  intro θ
  have h : hbar * w * θ = π * (V0 - E) := penetration_parabolic hm hw hh hE
  have h2 : 2 * θ = 2 * π * (V0 - E) / (hbar * w) := by
    rw [eq_div_iff (by positivity)]
    linear_combination 2 * h
  exact ⟨h, by rw [kemble, h2]⟩
```

The `let` gives the penetration integral the name θ, and `∧` means "and". The first half repeats the previous theorem. For the second, divide by ħw > 0 and double:

2θ = 2π(V0 − E)/(ħw),

then insert this into Kemble's formula:

T = 1/(1 + exp(2π(V0 − E)/(ħw))).

In the proof, `h2` is the equation for 2θ, and `rw` substitutes it into the definition. At the top of the barrier, E = V0, the transmission is 1/2. The hypothesis `hE` confines the theorem to energies at or below the top.

In a reaction-rate calculation, this expression can supply a tunnelling probability for motion along a single reaction coordinate whose barrier is approximated by a parabola. The input w comes from the negative eigenvalue −w² of the mass-weighted Hessian at the saddle point. If the program prints the imaginary frequency as a wavenumber, often marked by a minus sign, and its magnitude is ν̃, then ħw = hcν̃, where h = 2πħ is Planck's constant and c is the speed of light. With ν̃ and V0 − E both in cm⁻¹, the exponent is simply 2π(V0 − E)/ν̃. A deficit of 1000 cm⁻¹ with ν̃ = 1000 cm⁻¹ gives

T = 1/(1 + exp(2π)) ≈ 0.0019.

For a tabulated barrier, θ is computed by numerical quadrature instead, and the parabola provides a known value against which to check that routine.

## The simple WKB factor and the odds of reflection

```lean
/-- The simple WKB factor `exp (-2θ)` exceeds Kemble's transmission by the product of the two. -/
theorem wkb_sub_kemble (θ : ℝ) :
    exp (-(2 * θ)) - kemble θ = exp (-(2 * θ)) * kemble θ := by
  have hK : kemble θ * (1 + exp (2 * θ)) = 1 :=
    one_div_mul_cancel (by positivity)
  have hp : exp (-(2 * θ)) * exp (2 * θ) = 1 := by
    rw [← Real.exp_add, neg_add_cancel, Real.exp_zero]
  linear_combination (-exp (-(2 * θ))) * hK + kemble θ * hp
```

For every real θ,

exp(−2θ) − T = exp(−2θ) T.

To see this, write the definition as T(1 + exp(2θ)) = 1 and multiply by exp(−2θ):

exp(−2θ) T + T = exp(−2θ).

In Lean, `hK` is the first equation and `hp` is exp(−2θ) exp(2θ) = 1. Dividing the result by T shows that the simple factor is too large, relative to Kemble's value, by the fraction exp(−2θ). This is negligible when θ is large, but at θ = 0 the two values are 1 and 1/2.

```lean
/-- For the parabolic barrier the logarithm of the ratio of reflection to transmission,
multiplied by `hbar * w`, is `2π` times the energy deficit. -/
theorem log_odds_parabolic (hm : 0 < m) (hw : 0 < w) (hh : 0 < hbar) (hE : E ≤ V0) :
    let T := kemble (penetration (parabolicBarrier m w V0) m hbar E
      (-turningPoint m w V0 E) (turningPoint m w V0 E))
    hbar * w * log ((1 - T) / T) = 2 * π * (V0 - E) := by
  intro T
  have h := penetration_parabolic hm hw hh hE
  -- the odds of reflection are the exponential of twice the penetration integral
  have odds : ∀ θ : ℝ, (1 - kemble θ) / kemble θ = exp (2 * θ) := by
    intro θ
    have hK : kemble θ * (1 + exp (2 * θ)) = 1 :=
      one_div_mul_cancel (by positivity)
    have hpos : 0 < kemble θ := by
      unfold kemble
      positivity
    rw [div_eq_iff hpos.ne']
    linear_combination -hK
  rw [odds, Real.log_exp]
  linear_combination 2 * h
```

Taking 1 − T as the reflection probability, this theorem states

ħ w log((1 − T)/T) = 2π(V0 − E).

From the definition of T,

1 − T = exp(2θ)/(1 + exp(2θ)), so (1 − T)/T = exp(2θ).

The logarithm is 2θ, and the penetration integral supplies its value. The step `odds` proves the exponential form for every θ, and `Real.log_exp` takes the logarithm. A plot of the log-odds against E, up to the barrier top, is therefore a straight line of slope −2π/(ħw).

## A barrier lying above the parabola

```lean
/-- A continuous barrier that lies above a parabola between the parabola's turning points has a
Kemble transmission, over any interval containing them, of at most the parabolic value. -/
theorem kemble_le_parabolic {U : ℝ → ℝ} {a b : ℝ} (hU : Continuous U)
    (hm : 0 < m) (hw : 0 < w) (hh : 0 < hbar) (hE : E ≤ V0)
    (ha : a ≤ -turningPoint m w V0 E) (hb : turningPoint m w V0 E ≤ b)
    (hdom : ∀ x ∈ Set.Icc (-turningPoint m w V0 E) (turningPoint m w V0 E),
      parabolicBarrier m w V0 x ≤ U x) :
    kemble (penetration U m hbar E a b)
      ≤ 1 / (1 + exp (2 * π * (V0 - E) / (hbar * w))) := by
  have hr : 0 ≤ turningPoint m w V0 E := Real.sqrt_nonneg _
  have hV : Continuous (parabolicBarrier m w V0) := by
    unfold parabolicBarrier
    fun_prop
  have hc : ∀ W : ℝ → ℝ, Continuous W →
      Continuous (fun x => √(2 * m * (W x - E)) / hbar) := fun W hW =>
    ((continuous_const.mul (hW.sub continuous_const)).sqrt).div_const _
  have hp : ∀ x ∈ Set.Icc (-turningPoint m w V0 E) (turningPoint m w V0 E),
      √(2 * m * (parabolicBarrier m w V0 x - E)) / hbar ≤ √(2 * m * (U x - E)) / hbar := by
    intro x hx
    have hx' := hdom x hx
    gcongr
  -- raise the integrand first, then widen the interval
  have h1 := intervalIntegral.integral_mono_on (by linarith)
    ((hc _ hV).intervalIntegrable (μ := MeasureTheory.volume) _ _)
    ((hc U hU).intervalIntegrable (μ := MeasureTheory.volume) _ _) hp
  have h2 : (∫ x in (-turningPoint m w V0 E)..(turningPoint m w V0 E),
      √(2 * m * (U x - E)) / hbar) ≤ ∫ x in a..b, √(2 * m * (U x - E)) / hbar :=
    intervalIntegral.integral_mono_interval ha (by linarith) hb
    (Filter.Eventually.of_forall fun x => div_nonneg (Real.sqrt_nonneg _) hh.le)
    ((hc U hU).intervalIntegrable (μ := MeasureTheory.volume) a b)
  have h3 : penetration (parabolicBarrier m w V0) m hbar E
      (-turningPoint m w V0 E) (turningPoint m w V0 E) ≤ penetration U m hbar E a b :=
    h1.trans h2
  rw [← (kemble_parabolic hm hw hh hE).2]
  unfold kemble
  exact one_div_le_one_div_of_le (by positivity) (by gcongr)

end

end ParabolicBarrierKemble
```

Here U is any continuous potential that is at least as high as the parabola between −r and r, and the interval from a to b contains both of these points. The conclusion is that the Kemble transmission of U is at most the parabolic value. Two inequalities give it:

∫₋ᵣʳ √(2m(V − E))/ħ dx ≤ ∫₋ᵣʳ √(2m(U − E))/ħ dx ≤ ∫ₐᵇ √(2m(U − E))/ħ dx.

The first holds because the integrand has been raised, the second because a non-negative integrand is integrated over a wider interval. Thus θ is at least as large for U as for the parabola, and 1/(1 + exp(2θ)) decreases with θ.

These inequalities are `h1` and `h2` in the proof, and `h3` chains them. Continuity of U guarantees that the integrals are well defined. The tactic `gcongr` carries an inequality through increasing functions such as the square root and the exponential.

Lean's square root of a negative number is 0, so any part of the interval where U < E adds nothing to θ. The bound compares values of Kemble's formula; it does not bound the exact quantum transmission of U, which can show resonances if the interval contains a well between two barriers.

```lean
#print axioms ParabolicBarrierKemble.kemble_parabolic
-- 'ParabolicBarrierKemble.kemble_parabolic' depends on axioms: [propext, Classical.choice, Quot.sound]
#print axioms ParabolicBarrierKemble.wkb_sub_kemble
-- 'ParabolicBarrierKemble.wkb_sub_kemble' depends on axioms: [propext, Classical.choice, Quot.sound]
#print axioms ParabolicBarrierKemble.log_odds_parabolic
-- 'ParabolicBarrierKemble.log_odds_parabolic' depends on axioms: [propext, Classical.choice, Quot.sound]
#print axioms ParabolicBarrierKemble.kemble_le_parabolic
-- 'ParabolicBarrierKemble.kemble_le_parabolic' depends on axioms: [propext, Classical.choice, Quot.sound]
```
